# For nonzero uniform hopping, a finite connected Hückel graph on $n$ sites has $n-2$ independent nonbonding orbitals exactly when it is complete bipartite with nonempty parts

## Can a network with a triangle also reach $n-2$?

After diagonalising a Hückel matrix, I count the eigenvalues equal to the site energy $\alpha$ and compare the count with my bond list, because a missing or extra bond can change it. Two of my four-site networks both give two nonbonding orbitals: the star of trimethylenemethane and the square of cyclobutadiene. That is $n-2$ for $n=4$ sites. Is $n-2$ a ceiling for connected networks? And if I see that count, what does it say about the bonds? I can't rule out that a network containing a triangle gets there through some accidental cancellation.

## The count $n-2$ forces two completely joined parts

Yes, $n-2$ is the ceiling as soon as there is one bond. A connected network reaches it only if its sites split into two nonempty parts, with bonds between all pairs of sites in different parts and no others. Such a graph is called complete bipartite. It contains no triangle, so the accidental cancellation can't happen. If you add one diagonal to the square by mistake, the count drops from two to one.

The count doesn't tell you the sizes of the parts. Your star has parts of sizes 1 and 3, your square has 2 and 2, and both give two nonbonding orbitals.

### From nonbonding orbitals to the rank

Let $A$ be the adjacency matrix, with $A_{ij}=1$ if sites $i$ and $j$ are bonded and $0$ otherwise. The Hamiltonian is $H=\alpha 1+\beta A$, where the hopping $\beta$ is the coupling between the orbitals of two bonded sites. For a vector of amplitudes $\psi$,

$$H\psi=\alpha\psi \iff \beta A\psi=0 \iff A\psi=0,$$

where the last step uses $\beta\neq0$. By rank-nullity, the nonbonding degeneracy $g$ satisfies $g+\operatorname{rank}A=n$. The question is therefore when the rank is smallest.

Take a bond between $u$ and $v$, and suppose that $sA_{wu}+tA_{wv}=0$ for all $w$. At $w=u$ this reads $t=0$, and at $w=v$ it reads $s=0$. The two columns are independent, so $\operatorname{rank}A\ge2$ and $g\le n-2$.

### What rank two does to the bonds

Suppose now that the graph is connected and the rank is exactly two. The columns of $u$ and $v$ then span all columns, so for each site $x$ there are numbers $c_0,c_1$ with

$$A_{yx}=c_0A_{yu}+c_1A_{yv}\quad\text{for all }y.$$

Setting $y=u$ gives $c_1=A_{ux}$, and setting $y=v$ gives $c_0=A_{vx}$. Hence

$$A_{wx}=A_{wv}A_{ux}+A_{wu}A_{vx}.$$

For $x=w$ the left side is zero and the right side is $2A_{wu}A_{wv}$, so no site is bonded to both $u$ and $v$.

Nor is any site bonded to neither. Rank two requires at least two sites, so connectedness gives each site $w$ a neighbour $y$. If $w$ were bonded to neither $u$ nor $v$, the identity with $x=y$ would say $1=0$.

Every site is thus bonded to exactly one of $u$ and $v$. Let $S$ be the set of sites bonded to $v$, and let $s_w=A_{wv}$ be its indicator, so that $A_{wu}=1-s_w$. The identity becomes

$$A_{wx}=s_w(1-s_x)+(1-s_w)s_x,$$

which is $1$ when $w$ and $x$ lie in different parts and $0$ otherwise. Both parts are nonempty, since $u\in S$ and $v\notin S$.

Conversely, let the graph be complete bipartite with parts $S$ and $S^c$, and let $s$ and $t$ be their indicator vectors. Then $A=st^{T}+ts^{T}$ has rank at most two. Since both parts are nonempty there is a bond, so the rank is exactly two.

### The orbitals themselves, and the smallest networks

In a complete bipartite graph, $(A\psi)_i$ is the sum of the amplitudes on the part opposite to $i$. An orbital is therefore nonbonding exactly when its amplitudes sum to zero on each part separately. For your star, with the centre listed first, a normalised basis is $(0,1,-1,0)/\sqrt2$ and $(0,1,1,-2)/\sqrt6$.

The smallest complete bipartite graph is a single bond. There $n-2=0$, the levels are $\alpha\pm\beta$, and the zero-sum condition on one-site parts leaves only $\psi=0$. A single site without bonds is also connected, but it has $g=1$ and can't be split into two nonempty parts, so the equivalence still holds: both sides are false.

### Reading the Lean statements

The sites form a finite type `V`, and the bonds are the relation `G.Adj` of a simple graph, so no site is bonded to itself. `hueckel G α β` is the real matrix $H$ above. It has one site energy and one hopping, of either sign, and its ordinary eigenvalue problem treats the site orbitals as orthonormal.

`nonbondingSpace G α β` is the eigenspace of that matrix at `α`. It contains unnormalised vectors and the zero vector, and its dimension `Module.finrank` counts independent spatial orbitals, without spin.

`IsCompleteBipartite G S` says that `S` and its complement are nonempty and that `i` and `j` are bonded exactly when `i ∈ S ↔ j ∉ S`, that is, when they lie in different parts.

The main statements are these:

- `rank_eq_two_iff`: for a connected graph, the real rank of the adjacency matrix is 2 if and only if some `S` makes the graph complete bipartite.
- `degeneracy_bound`: for `β ≠ 0` and any graph with a bond, connected or not, the degeneracy plus 2 is at most the number of sites.
- `maximal_degeneracy_iff`: for `β ≠ 0` and a connected graph, equality holds exactly for complete bipartite graphs. It is written as degeneracy plus 2 because subtraction of natural numbers in Lean stops at zero.
- `nonbonding_iff_sums_zero`: the zero-sum description of the nonbonding orbitals.

The condition `β ≠ 0` says that the bonds really couple the sites; without coupling, every orbital has energy $\alpha$. Connectedness enters by giving each site a neighbour. A bond together with one isolated site has rank two and is not complete bipartite, so isolated sites have to be excluded.

The step left to you is from the molecule to this matrix: the hypotheses don't tell you whether one $\alpha$ and one $\beta$ describe your π system. In cyclobutadiene distorted to a rectangle, with two nonzero hoppings of different magnitude, both nonbonding levels move away from $\alpha$. Within the non-interacting model with a single nonzero hopping, the bound for a network with a bond concerns only the orbitals at $\alpha$. Another level can be more degenerate: in a triangle, two orbitals lie at $\alpha-\beta$, although $n-2=1$.

```lean
import Mathlib

open Matrix

namespace HueckelNonbonding

variable {V : Type*} [Fintype V] [DecidableEq V]

/-- The Hückel Hamiltonian with site energy `α` and hopping `β` on the bonds of `G`. -/
def hueckel (G : SimpleGraph V) [DecidableRel G.Adj] (α β : ℝ) : Matrix V V ℝ :=
  α • (1 : Matrix V V ℝ) + β • G.adjMatrix ℝ

/-- The space of nonbonding orbitals: the eigenspace of the Hückel Hamiltonian at the
site energy `α`. -/
noncomputable def nonbondingSpace (G : SimpleGraph V) [DecidableRel G.Adj] (α β : ℝ) :
    Submodule ℝ (V → ℝ) :=
  Module.End.eigenspace (Matrix.toLin' (hueckel G α β)) α

/-- `G` is complete bipartite with parts `S` and its complement: both parts are nonempty, and
two sites are bonded exactly when they lie in different parts. -/
structure IsCompleteBipartite (G : SimpleGraph V) (S : Finset V) : Prop where
  left_nonempty : S.Nonempty
  right_nonempty : Sᶜ.Nonempty
  adj_iff : ∀ i j, G.Adj i j ↔ (i ∈ S ↔ j ∉ S)

variable (G : SimpleGraph V) [DecidableRel G.Adj]

omit [Fintype V] [DecidableEq V] in
/-- The columns of the adjacency matrix at the two ends of a bond are linearly independent. -/
theorem bond_columns_independent {u v : V} (h : G.Adj u v) :
    LinearIndependent ℝ ![fun w => G.adjMatrix ℝ w u, fun w => G.adjMatrix ℝ w v] := by
  rw [LinearIndependent.pair_iff]
  intro s t hst
  have h1 := congrFun hst u
  have h2 := congrFun hst v
  simp [h, h.symm] at h1 h2
  exact ⟨h2, h1⟩

/-- Every column of the adjacency matrix lies in its range. -/
theorem column_mem_range (x : V) :
    (fun w => G.adjMatrix ℝ w x) ∈ LinearMap.range (G.adjMatrix ℝ).mulVecLin := by
  refine ⟨Pi.single x 1, ?_⟩
  ext w
  simp [Matrix.mulVec, dotProduct, Pi.single_apply]

/-- The adjacency-matrix columns of any two sites `u` and `v` span a subspace of the range of the
matrix. -/
private theorem bond_span_le (u v : V) :
    Submodule.span ℝ (Set.range
      ![fun w => G.adjMatrix ℝ w u, fun w => G.adjMatrix ℝ w v]) ≤
      LinearMap.range (G.adjMatrix ℝ).mulVecLin := by
  rw [Submodule.span_le]
  rintro _ ⟨i, rfl⟩
  fin_cases i
  · exact column_mem_range G u
  · exact column_mem_range G v

/-- A graph with at least one bond has adjacency rank at least two. -/
theorem two_le_rank {u v : V} (h : G.Adj u v) : 2 ≤ (G.adjMatrix ℝ).rank := by
  have hle := Submodule.finrank_mono (bond_span_le G u v)
  rw [finrank_span_eq_card (bond_columns_independent G h), Fintype.card_fin] at hle
  exact hle

/-- If the adjacency matrix has rank two, all its entries are determined by the
neighbourhoods of the two ends `u`, `v` of any one bond. -/
theorem rank_two_factorization {u v : V} (h : G.Adj u v)
    (hr : (G.adjMatrix ℝ).rank = 2) (w x : V) :
    G.adjMatrix ℝ w x = G.adjMatrix ℝ w v * G.adjMatrix ℝ u x
      + G.adjMatrix ℝ w u * G.adjMatrix ℝ v x := by
  -- the two bond columns already span the whole column space
  have heq := Submodule.eq_of_le_of_finrank_le (bond_span_le G u v) (by
    rw [finrank_span_eq_card (bond_columns_independent G h), Fintype.card_fin]
    exact hr.le)
  have hx := column_mem_range G x
  rw [← heq] at hx
  obtain ⟨c, hc⟩ := (Submodule.mem_span_range_iff_exists_fun ℝ).1 hx
  have e : ∀ y, c 0 * G.adjMatrix ℝ y u + c 1 * G.adjMatrix ℝ y v = G.adjMatrix ℝ y x := by
    intro y
    have hy := congrFun hc y
    simpa [Fin.sum_univ_two, -SimpleGraph.adjMatrix_apply] using hy
  -- the coefficients are read off at the sites u and v
  have huu : G.adjMatrix ℝ u u = 0 := by simp
  have hvv : G.adjMatrix ℝ v v = 0 := by simp
  have huv : G.adjMatrix ℝ u v = 1 := by simp [h]
  have hvu : G.adjMatrix ℝ v u = 1 := by simp [h.symm]
  have e1 := e u
  have e2 := e v
  rw [huu, huv] at e1
  rw [hvu, hvv] at e2
  linear_combination -(e w) + G.adjMatrix ℝ w v * e1 + G.adjMatrix ℝ w u * e2

/-- A finite connected simple graph has adjacency rank two if and only if it is complete
bipartite with both parts nonempty. -/
theorem rank_eq_two_iff (hG : G.Connected) :
    (G.adjMatrix ℝ).rank = 2 ↔ ∃ S : Finset V, IsCompleteBipartite G S := by
  constructor
  · intro hr
    have hcard : 1 < Fintype.card V := by
      have := (G.adjMatrix ℝ).rank_le_card_width
      omega
    have : Nontrivial V := Fintype.one_lt_card_iff_nontrivial.1 hcard
    -- connectedness gives every site a neighbour
    have hnb : ∀ x, ∃ y, G.Adj x y := by
      intro x
      obtain ⟨y, hy⟩ := exists_ne x
      obtain ⟨p⟩ := hG.preconnected x y
      cases p with
      | nil => exact absurd rfl hy
      | cons h _ => exact ⟨_, h⟩
    obtain ⟨u⟩ := hG.nonempty
    obtain ⟨v, huv⟩ := hnb u
    have F := rank_two_factorization G huv hr
    -- each site is bonded to exactly one of u and v
    have hu : ∀ w, G.Adj w u ↔ ¬ G.Adj w v := by
      intro w
      constructor
      · intro a b
        have hw := F w w
        simp only [SimpleGraph.adjMatrix_apply, a, b, a.symm, b.symm, G.irrefl,
          if_true, if_false] at hw
        norm_num at hw
      · intro b
        by_contra a
        obtain ⟨y, hy⟩ := hnb w
        have hw := F w y
        simp [hy, a, b] at hw
    refine ⟨Finset.univ.filter (fun w => G.Adj w v), ⟨u, by simp [huv]⟩, ⟨v, by simp⟩, ?_⟩
    intro w x
    have hwx := F w x
    simp only [SimpleGraph.adjMatrix_apply, G.adj_comm u x, G.adj_comm v x, hu] at hwx
    by_cases a : G.Adj w v <;> by_cases b : G.Adj x v <;> by_cases c : G.Adj w x <;>
      simp [a, b, c] at hwx ⊢
  · rintro ⟨S, hS⟩
    obtain ⟨a, ha⟩ := hS.left_nonempty
    obtain ⟨b, hb⟩ := hS.right_nonempty
    have hab : G.Adj a b := (hS.adj_iff a b).2 (by simp_all)
    -- the adjacency matrix factors through a two-dimensional space
    let s : V → ℝ := fun i => if i ∈ S then 1 else 0
    let t : V → ℝ := fun i => if i ∈ S then 0 else 1
    let B : Matrix V (Fin 2) ℝ := Matrix.of fun i k => ![s i, t i] k
    let C : Matrix (Fin 2) V ℝ := Matrix.of fun k j => ![t j, s j] k
    have hA : G.adjMatrix ℝ = B * C := by
      ext i j
      by_cases hi : i ∈ S <;> by_cases hj : j ∈ S <;>
        simp [B, C, s, t, Matrix.mul_apply, Fin.sum_univ_two, hS.adj_iff, hi, hj]
    have h1 := (Matrix.rank_mul_le B C).trans (min_le_left _ _)
    have h2 := B.rank_le_card_width
    have h3 := two_le_rank G hab
    rw [← hA] at h1
    rw [Fintype.card_fin] at h2
    exact le_antisymm (h1.trans h2) h3

/-- For nonzero hopping, an orbital is nonbonding exactly when the adjacency matrix
annihilates it. -/
theorem mem_nonbondingSpace_iff (α : ℝ) {β : ℝ} (hβ : β ≠ 0) (ψ : V → ℝ) :
    ψ ∈ nonbondingSpace G α β ↔ G.adjMatrix ℝ *ᵥ ψ = 0 := by
  rw [nonbondingSpace, Module.End.mem_eigenspace_iff, Matrix.toLin'_apply, hueckel,
    Matrix.add_mulVec, Matrix.smul_mulVec, Matrix.smul_mulVec, Matrix.one_mulVec,
    add_eq_left, smul_eq_zero, or_iff_right hβ]

/-- For nonzero hopping, the nonbonding degeneracy and the adjacency rank add up to the
number of sites. -/
theorem degeneracy_add_rank (α : ℝ) {β : ℝ} (hβ : β ≠ 0) :
    Module.finrank ℝ (nonbondingSpace G α β) + (G.adjMatrix ℝ).rank = Fintype.card V := by
  have hker : nonbondingSpace G α β = LinearMap.ker (G.adjMatrix ℝ).mulVecLin := by
    ext ψ
    rw [mem_nonbondingSpace_iff G α hβ, LinearMap.mem_ker, Matrix.mulVecLin_apply]
  have h := LinearMap.finrank_range_add_finrank_ker (G.adjMatrix ℝ).mulVecLin
  rw [Module.finrank_fintype_fun_eq_card] at h
  rw [hker, add_comm]
  exact h

/-- For nonzero hopping, a graph with at least one bond has nonbonding degeneracy at most the
number of sites minus two. -/
theorem degeneracy_bound (α : ℝ) {β : ℝ} (hβ : β ≠ 0) {u v : V} (h : G.Adj u v) :
    Module.finrank ℝ (nonbondingSpace G α β) + 2 ≤ Fintype.card V := by
  have h1 := degeneracy_add_rank G α hβ
  have h2 := two_le_rank G h
  omega

/-- For nonzero hopping on a connected graph, the nonbonding degeneracy equals the number of
sites minus two if and only if the graph is complete bipartite with both parts nonempty. -/
theorem maximal_degeneracy_iff (hG : G.Connected) (α : ℝ) {β : ℝ} (hβ : β ≠ 0) :
    Module.finrank ℝ (nonbondingSpace G α β) + 2 = Fintype.card V ↔
      ∃ S : Finset V, IsCompleteBipartite G S := by
  rw [← rank_eq_two_iff G hG]
  have h := degeneracy_add_rank G α hβ
  omega

/-- For nonzero hopping on a complete bipartite graph, an orbital is nonbonding exactly when
its amplitudes sum to zero on each of the two parts. -/
theorem nonbonding_iff_sums_zero {S : Finset V} (hS : IsCompleteBipartite G S)
    (α : ℝ) {β : ℝ} (hβ : β ≠ 0) (ψ : V → ℝ) :
    ψ ∈ nonbondingSpace G α β ↔ ∑ i ∈ S, ψ i = 0 ∧ ∑ i ∈ Sᶜ, ψ i = 0 := by
  rw [mem_nonbondingSpace_iff G α hβ]
  -- each site feels the total amplitude of the opposite part
  have hin : ∀ i ∈ S, (G.adjMatrix ℝ *ᵥ ψ) i = ∑ j ∈ Sᶜ, ψ j := by
    intro i hi
    rw [SimpleGraph.adjMatrix_mulVec_apply]
    refine Finset.sum_congr ?_ (fun _ _ => rfl)
    ext j
    simp [hS.adj_iff, hi]
  have hout : ∀ i, i ∉ S → (G.adjMatrix ℝ *ᵥ ψ) i = ∑ j ∈ S, ψ j := by
    intro i hi
    rw [SimpleGraph.adjMatrix_mulVec_apply]
    refine Finset.sum_congr ?_ (fun _ _ => rfl)
    ext j
    simp [hS.adj_iff, hi]
  constructor
  · intro h
    obtain ⟨a, ha⟩ := hS.left_nonempty
    obtain ⟨b, hb⟩ := hS.right_nonempty
    rw [← hout b (Finset.mem_compl.1 hb), ← hin a ha, h]
    exact ⟨rfl, rfl⟩
  · rintro ⟨h1, h2⟩
    funext i
    by_cases hi : i ∈ S
    · rw [hin i hi, h2]; rfl
    · rw [hout i hi, h1]; rfl

end HueckelNonbonding
```

```lean
#print axioms HueckelNonbonding.degeneracy_bound
-- 'HueckelNonbonding.degeneracy_bound' depends on axioms: [propext, Classical.choice, Quot.sound]
#print axioms HueckelNonbonding.maximal_degeneracy_iff
-- 'HueckelNonbonding.maximal_degeneracy_iff' depends on axioms: [propext, Classical.choice, Quot.sound]
#print axioms HueckelNonbonding.nonbonding_iff_sums_zero
-- 'HueckelNonbonding.nonbonding_iff_sums_zero' depends on axioms: [propext, Classical.choice, Quot.sound]
```

### How the Lean proof runs

`bond_columns_independent` evaluates a vanishing combination of the two bond columns at `u` and at `v`, as above. `column_mem_range` obtains column `x` by applying the matrix to the unit vector at `x`, and `bond_span_le` concludes that the span of the two bond columns lies in the range. Comparing dimensions gives `two_le_rank`.

In `rank_two_factorization`, the span and the range both have dimension two, so `Submodule.eq_of_le_of_finrank_le` makes them equal. Column `x` then has coefficients `c 0` and `c 1`. The equations `e1` and `e2` are the expansion at `u` and at `v`, and `linear_combination` substitutes them into the expansion at `w`.

The forward half of `rank_eq_two_iff` first shows that there are at least two sites. It then finds a neighbour for each site as the first step of a walk to some other site; this is `hnb`. The statement `hu` says that a site is bonded to `u` exactly when it is not bonded to `v`. One direction uses the diagonal of the identity, the other uses the neighbour. The set `S` is the filter of sites adjacent to `v`, and a case split on three possible bonds (`w` to `v`, `x` to `v`, `w` to `x`) replaces the formula with $s_w$ and $s_x$.

The converse half writes $st^{T}+ts^{T}$ as a product `B * C`, where `B` has two columns. This bounds the rank by two from above, and `two_le_rank` bounds it from below.

`mem_nonbondingSpace_iff` cancels $\alpha\psi$ and divides out $\beta$. `degeneracy_add_rank` identifies the nonbonding space with the kernel of the adjacency matrix and applies rank-nullity. The bound and the equality case then follow by integer arithmetic with `omega`.

In `nonbonding_iff_sums_zero`, the facts `hin` and `hout` compute the action of the matrix on sites inside and outside `S`. One site from each part is enough to read off both zero sums, which is where the nonempty parts are used. In the other direction, the two zero sums make every component of $A\psi$ vanish.
